# For every d ≥ 1, damped Jacobi on the d-dimensional lattice Laplacian has its smallest smoothing factor, (2d−1)/(2d+1), only at damping 2d/(2d+1)

A multigrid solver for the Poisson equation $-\nabla^2\varphi=f$ runs a few cheap sweeps on the fine grid before it passes the residual to a coarser one. With damped Jacobi, grid spacing $h$ and $d$ dimensions, each sweep computes the residual `r` at all sites from the old values and then updates

`v[x] += w * h*h/(2*d) * r[x]`

Someone has to choose the number `w`. In three dimensions the result below gives $w=6/7$, and each sweep then shrinks every error wave whose wavelength along some axis is at most $4h$ to at most $5/7$ of its size. Carrying over the one-dimensional choice $w=2/3$ would give only $7/9$. In real-space electronic structure this applies to the Hartree potential, as far as the solver uses the second-order stencil and its errors behave as on a uniform grid without boundary.

## The sweep and its smoothing factor

Let $A$ be the negative Laplacian with unit spacing. It is the sum over the $d$ axes of the second differences, taken here with the sign $2u(x)-u(x+e_i)-u(x-e_i)$, where $e_i$ is the unit step along axis $i$. Its diagonal entry is $2d$. On a grid of spacing $h$ the operator is $A/h^2$, with diagonal $2d/h^2$. The error $u=\varphi-v$, with $\varphi$ the solution of the discrete equation, therefore changes by
$$u\;\mapsto\; u-\frac{w}{2d}\,Au ,$$
from which both $f$ and $h$ have dropped out. This is `jacobiSweep`. Lattice sites have type `Fin d → ℤ`, errors are complex functions on them, and `Pi.single i 1` is the unit step along axis $i$.

```lean
import Mathlib

open scoped Real

namespace JacobiSmoothing

noncomputable section

variable {d : ℕ}

/-- The negative discrete Laplacian on the lattice `ℤ^d` with unit spacing: the sum over the `d`
axes of `2 u(x) - u(x + e_i) - u(x - e_i)`, with `e_i` the unit step along axis `i`. -/
def negLaplacian (u : (Fin d → ℤ) → ℂ) (x : Fin d → ℤ) : ℂ :=
  ∑ i, (2 * u x - u (x + Pi.single i 1) - u (x + Pi.single i (-1)))

/-- One damped Jacobi sweep acting on the error `u`, with damping `w`, for `d ≥ 1`;
`2 * d` is the diagonal entry of the negative Laplacian. -/
def jacobiSweep (w : ℝ) (u : (Fin d → ℤ) → ℂ) (x : Fin d → ℤ) : ℂ :=
  u x - (w : ℂ) / (2 * (d : ℂ)) * negLaplacian u x
```

A plane wave with wave vector $t$ is $p_t(x)=\exp(I\sum_j t_jx_j)$, where $I$ is the imaginary unit. With $s(t)=\sum_i(1-\cos t_i)$, its amplification factor is defined as
$$a(w,t)=1-\frac{w}{d}\,s(t).$$

```lean
/-- The lattice plane wave with wave vector `t`. -/
def planeWave (t : Fin d → ℝ) (x : Fin d → ℤ) : ℂ :=
  Complex.exp ((∑ j, (t j : ℂ) * (x j : ℂ)) * Complex.I)

/-- The amplification factor of damped Jacobi at wave vector `t`, for `d ≥ 1`. -/
def amplification (w : ℝ) (t : Fin d → ℝ) : ℝ :=
  1 - w / d * ∑ i, (1 - Real.cos (t i))
```

The high frequencies are the $t\in[-\pi,\pi]^d$ with some $|t_i|\ge\pi/2$. On a grid of doubled spacing each of them coincides with another wave whose components all have modulus at most $\pi/2$, because on even sites $t_i$ and $t_i\pm\pi$ look the same. The smoothing factor $m(w)$, in Lean `smoothingFactor d w`, is the supremum of $|a(w,t)|$ over them.

```lean
/-- The high frequencies: wave vectors in `[-π, π]^d` with at least one component of
modulus at least `π / 2`. -/
def highFrequencies (d : ℕ) : Set (Fin d → ℝ) :=
  {t | (∀ i, |t i| ≤ π) ∧ ∃ i, π / 2 ≤ |t i|}

/-- The smoothing factor, for `d ≥ 1`: the supremum of the absolute amplification factor
over the high frequencies. -/
def smoothingFactor (d : ℕ) (w : ℝ) : ℝ :=
  sSup ((fun t => |amplification w t|) '' highFrequencies d)
```

The next four headings each take up one assumption, with a small counter-example worked in the prose alone.

## A uniform lattice without walls

Physically, every site sees the same surroundings, with equal spacing along all axes. By hand, this is used when a shift turns a plane wave into a multiple of itself: $p_t$ shifted by $k$ sites along axis $i$ is $e^{Ikt_i}p_t$. The second difference along that axis then gives
$$2-e^{It_i}-e^{-It_i}=2(1-\cos t_i),$$
so $Ap_t=2s(t)\,p_t$, and a sweep multiplies $p_t$ by $1-\frac{w}{2d}\,2s(t)=a(w,t)$.

In Lean the assumption sits in the type of the sites and in the definition of `negLaplacian`. The lemma `planeWave_shift` isolates the one term of $\sum_j t_jx_j$ that a shift changes, and turns the sum in the exponent into a product.

```lean
/-- Shifting a plane wave by `k` sites along axis `i` multiplies it by a phase. -/
theorem planeWave_shift (t : Fin d → ℝ) (x : Fin d → ℤ) (i : Fin d) (k : ℤ) :
    planeWave t (x + Pi.single i k) =
      Complex.exp ((t i : ℂ) * (k : ℂ) * Complex.I) * planeWave t x := by
  have hs : ∑ j, (t j : ℂ) * (((Pi.single i k : Fin d → ℤ) j : ℤ) : ℂ) = t i * k := by
    rw [Finset.sum_eq_single i]
    · simp
    · intro j _ hj
      simp [Pi.single_eq_of_ne hj]
    · simp
  simp only [planeWave, Pi.add_apply, Int.cast_add, mul_add, Finset.sum_add_distrib, hs]
  rw [← Complex.exp_add]
  congr 1
  ring
```

In `jacobiSweep_planeWave` the step `hterm` is the second difference just computed. The free amplitude `c` allows the lemma to be applied again to its own output.

```lean
/-- A Jacobi sweep multiplies a plane wave of any amplitude `c` by the amplification
factor. -/
theorem jacobiSweep_planeWave (w : ℝ) (t : Fin d → ℝ) (c : ℂ) :
    jacobiSweep w (fun x => c * planeWave t x) =
      fun x => (amplification w t : ℂ) * (c * planeWave t x) := by
  funext x
  -- the term of `negLaplacian` for axis `i` multiplies the wave by `2 (1 - cos t_i)`
  have hterm : ∀ i, 2 * (c * planeWave t x) - c * planeWave t (x + Pi.single i 1)
      - c * planeWave t (x + Pi.single i (-1)) =
      2 * (1 - Complex.cos (t i)) * (c * planeWave t x) := by
    intro i
    have e1 : (t i : ℂ) * ((1 : ℤ) : ℂ) * Complex.I = t i * Complex.I := by
      push_cast; ring
    have e2 : (t i : ℂ) * ((-1 : ℤ) : ℂ) * Complex.I = -t i * Complex.I := by
      push_cast; ring
    rw [planeWave_shift, planeWave_shift, e1, e2, Complex.cos]
    ring
  simp only [jacobiSweep, negLaplacian, amplification]
  rw [Finset.sum_congr rfl (fun i _ => hterm i), ← Finset.sum_mul, ← Finset.mul_sum]
  push_cast
  ring
```

With a wall this fails for plane waves. Take $d=1$, sites $x\ge1$, the value at $x=0$ held at zero, and $u(x)=(-1)^x$. Away from the wall $Au=4u$, but at $x=1$ one finds $Au=-2-1=3u$, so no single factor describes the sweep of this error. The standing waves $\sin(tx)$, which vanish at the wall, are still multiplied by $a(w,t)$. Equal spacing matters too. If the second differences along two axes carry weights $1$ and $\varepsilon$, with the diagonal adjusted to match, the wave $t=(0,\pi/2)$ is multiplied by $1-w\varepsilon/(1+\varepsilon)$, which is close to $1$ for small $\varepsilon$.

## Only high frequencies are counted

Smooth errors are left to the coarse grid, so the sweep is judged on the rest. By hand, the assumption bounds $s(t)$. Some component has $\pi/2\le|t_i|\le\pi$, hence $\cos t_i\le0$ and $1-\cos t_i\ge1$. The other terms are non-negative, and no term exceeds $2$. Therefore
$$1\le s(t)\le 2d .$$

In `sum_bounds` the hypothesis `ht` supplies both the component and its upper limit. The lower bound compares the sum with a single term, and the upper bound compares it term by term with $2$.

```lean
/-- At a high frequency the sum of `1 - cos t_i` lies between `1` and `2 * d`. -/
theorem sum_bounds {t : Fin d → ℝ} (ht : t ∈ highFrequencies d) :
    1 ≤ ∑ i, (1 - Real.cos (t i)) ∧ ∑ i, (1 - Real.cos (t i)) ≤ 2 * (d : ℝ) := by
  obtain ⟨hb, i, hi⟩ := ht
  constructor
  · have hc : Real.cos (t i) ≤ 0 := by
      rw [← Real.cos_abs]
      exact Real.cos_nonpos_of_pi_div_two_le_of_le hi (by linarith [hb i, Real.pi_pos])
    have h := Finset.single_le_sum (f := fun j => 1 - Real.cos (t j))
      (fun j _ => sub_nonneg.mpr (Real.cos_le_one (t j))) (Finset.mem_univ i)
    linarith
  · calc ∑ i, (1 - Real.cos (t i)) ≤ ∑ _i : Fin d, (2 : ℝ) :=
          Finset.sum_le_sum fun j _ => by linarith [Real.neg_one_le_cos (t j)]
      _ = 2 * (d : ℝ) := by simp [mul_comm]
```

Without the condition $|t_i|\ge\pi/2$, the constant error $t=0$ is admitted. Its factor is $1$ for every $w$, and no damping brings the supremum below one. The limit $|t_i|\le\pi$ is needed as well, since $t=(2\pi,0,\dots,0)$ is the same constant error under another label.

## At least one dimension

There must be a direction for a wave to vary in. By hand, $d\ge1$ provides two particular waves. For $t=(\pi/2,0,\dots,0)$ we have $s=1$, and for $t=(\pi,\dots,\pi)$ we have $s=2d$. Since $a$ is affine in $s$, it always lies between its values at these two ends, so
$$m(w)=\max\left(\left|1-\frac wd\right|,\;|1-2w|\right),$$
and the supremum is attained.

The theorem `isGreatest_amplification` says exactly this. `IsGreatest` means that the number belongs to the set and bounds it from above. The hypothesis `hd` builds the axis `i₀` and permits division by $d$. The facts `hA` and `hB` are the two waves. The upper bound is split by the sign of $w/d$, because multiplying $1\le s\le2d$ by a negative number reverses the inequalities.

```lean
/-- For `d ≥ 1` the largest absolute amplification over the high frequencies is attained,
and equals the larger of `|1 - w / d|` and `|1 - 2 * w|`. -/
theorem isGreatest_amplification (hd : 1 ≤ d) (w : ℝ) :
    IsGreatest ((fun t => |amplification w t|) '' highFrequencies d)
      (max |1 - w / d| |1 - 2 * w|) := by
  have hD : (d : ℝ) ≠ 0 := Nat.cast_ne_zero.mpr (by omega)
  have hw : w / d * (2 * (d : ℝ)) = 2 * w := by
    rw [mul_left_comm, div_mul_cancel₀ w hD]
  let i₀ : Fin d := ⟨0, hd⟩
  constructor
  · -- the smoothest high frequency: one component `π / 2`, the others zero
    have hA : |1 - w / d| ∈ (fun t => |amplification w t|) '' highFrequencies d := by
      refine ⟨fun j => if j = i₀ then π / 2 else 0, ⟨fun j => ?_, i₀, ?_⟩, ?_⟩
      · dsimp only
        split_ifs
        · rw [abs_of_pos (by positivity)]
          linarith [Real.pi_pos]
        · rw [abs_zero]
          exact Real.pi_pos.le
      · dsimp only
        rw [if_pos rfl]
        exact le_abs_self _
      · have hs : ∑ j, (1 - Real.cos (if j = i₀ then π / 2 else 0)) = 1 := by
          rw [Finset.sum_eq_single i₀]
          · simp
          · intro j _ hj
            simp [hj]
          · simp
        simp only [amplification, hs, mul_one]
    -- the roughest one: all components `π`
    have hB : |1 - 2 * w| ∈ (fun t => |amplification w t|) '' highFrequencies d := by
      refine ⟨fun _ => π, ⟨fun _ => (abs_of_pos Real.pi_pos).le, i₀, ?_⟩, ?_⟩
      · dsimp only
        rw [abs_of_pos Real.pi_pos]
        linarith [Real.pi_pos]
      · have hs : ∑ _j : Fin d, (1 - Real.cos π) = 2 * (d : ℝ) := by
          rw [Real.cos_pi, Finset.sum_const, Finset.card_univ, Fintype.card_fin,
            nsmul_eq_mul]
          ring
        simp only [amplification, hs, hw]
    rcases max_choice |1 - w / d| |1 - 2 * w| with h | h <;> rw [h] <;> assumption
  · rintro _ ⟨t, ht, rfl⟩
    obtain ⟨h1, h2⟩ := sum_bounds ht
    simp only [amplification]
    rcases le_total 0 (w / d) with h | h
    · rw [max_comm]
      apply abs_le_max_abs_abs
      · linarith [mul_le_mul_of_nonneg_left h2 h]
      · linarith [mul_le_mul_of_nonneg_left h1 h]
    · apply abs_le_max_abs_abs
      · linarith [mul_le_mul_of_nonpos_left h1 h]
      · linarith [mul_le_mul_of_nonpos_left h2 h]
```

For $d=0$ there are no high frequencies. Lean assigns the empty supremum the value $0$, while the formula $(2d-1)/(2d+1)$ would give $-1$.

## One real damping, the same in every sweep

The damping is a single real number, fixed for the whole run. By hand, let $w_*=2d/(2d+1)$ and $m_*=(2d-1)/(2d+1)$, which is positive. Then
$$1-\frac{w_*}{d}=1-\frac{2}{2d+1}=m_*,\qquad 1-2w_*=\frac{1-2d}{2d+1}=-m_* ,$$
so both branches have modulus $m_*$ and $m(w_*)=m_*$. If $w<w_*$, then $1-w/d>m_*$. If $w>w_*$, then $2w-1>m_*$. Either way $m(w)>m_*$. For $d=1,2,3$ the optimal dampings are $2/3$, $4/5$, $6/7$ and the factors $1/3$, $3/5$, $5/7$.

The two parts of `optimal_smoothing` are the value at $w_*$ and the strict inequality at every other real $w$. The identities `e1` and `e2` are the two displayed above. The hypothesis `w ≠ 2 * d / (2 * d + 1)` is split into the cases below and above, and each case uses one branch of the maximum.

```lean
/-- In dimension `d ≥ 1` the smoothing factor of damped Jacobi is `(2d - 1) / (2d + 1)` at
`w = 2d / (2d + 1)`, and strictly larger at every other real damping. -/
theorem optimal_smoothing (hd : 1 ≤ d) :
    smoothingFactor d (2 * d / (2 * d + 1)) = (2 * d - 1) / (2 * d + 1) ∧
      ∀ w : ℝ, w ≠ 2 * d / (2 * d + 1) →
        (2 * d - 1) / (2 * d + 1) < smoothingFactor d w := by
  have hD : (1 : ℝ) ≤ d := by exact_mod_cast hd
  have hD0 : (0 : ℝ) < d := by linarith
  have hne : (2 * (d : ℝ) + 1) ≠ 0 := by positivity
  -- the two branches balance at the optimal damping
  have e1 : 1 - 2 * (d : ℝ) / (2 * d + 1) / d = (2 * d - 1) / (2 * d + 1) := by
    field_simp
    ring
  have e2 : 1 - 2 * (2 * (d : ℝ) / (2 * d + 1)) = -((2 * d - 1) / (2 * d + 1)) := by
    field_simp
    ring
  constructor
  · have hpos : 0 ≤ (2 * (d : ℝ) - 1) / (2 * d + 1) :=
      div_nonneg (by linarith) (by linarith)
    rw [smoothingFactor, (isGreatest_amplification hd _).csSup_eq, e1, e2, abs_neg,
      max_self, abs_of_nonneg hpos]
  · intro w hw
    rw [smoothingFactor, (isGreatest_amplification hd w).csSup_eq, lt_max_iff]
    rcases lt_or_gt_of_ne hw with h | h
    · left
      have h' := div_lt_div_of_pos_right h hD0
      linarith [le_abs_self (1 - w / d)]
    · right
      linarith [neg_le_abs (1 - 2 * w)]
```

If the damping may change between sweeps, the optimum can be beaten. In one dimension $s$ runs over $[1,2]$, and two sweeps at $w=2/3$ leave at most $1/9$. One sweep at $4/5$ followed by one at $4/7$ multiplies a wave by $(1-\tfrac45s)(1-\tfrac47s)$. This equals $3/35$ at both ends and dips to $-1/35$ in the middle, so at most $3/35<1/9$ is left.

The same formula for $m(w)$ settles which dampings smooth at all. The condition $|1-2w|<1$ means $0<w<1$. In that case $0<w/d\le w<1$, so the other branch is below one too. This is `smoothingFactor_lt_one_iff`. At $w=1$, undamped Jacobi, the checkerboard error $t=(\pi,\dots,\pi)$ only flips its sign in each sweep.

```lean
/-- In dimension `d ≥ 1` the smoothing factor is below one exactly for dampings strictly
between `0` and `1`. -/
theorem smoothingFactor_lt_one_iff (hd : 1 ≤ d) (w : ℝ) :
    smoothingFactor d w < 1 ↔ 0 < w ∧ w < 1 := by
  have hD : (1 : ℝ) ≤ d := by exact_mod_cast hd
  rw [smoothingFactor, (isGreatest_amplification hd w).csSup_eq, max_lt_iff, abs_lt, abs_lt]
  constructor
  · rintro ⟨_, h1, h2⟩
    constructor <;> linarith
  · rintro ⟨h0, h1⟩
    have hp : 0 < w / d := div_pos h0 (by linarith)
    have hl : w / d ≤ w := div_le_self h0.le hD
    refine ⟨⟨?_, ?_⟩, ?_, ?_⟩ <;> linarith
```

## An error that starts as a high-frequency wave

The last theorem, `norm_iterate_le`, turns the factor into a sweep count. It assumes that the initial error is one high-frequency plane wave of unit amplitude. By hand, $n$ sweeps give $a(w,t)^n\,p_t$. Since $|p_t(x)|=1$ and $|a(w,t)|\le m(w)$, the error at every site is at most $m(w)^n$. In three dimensions at $w=6/7$, seven sweeps leave less than a tenth, because $(5/7)^7\approx0.095$.

In the proof, `hit` is the formula for $n$ sweeps, by induction, `hone` is the unit modulus, and `hle` is the bound by the supremum. No separate assumption $d\ge1$ appears, since a high frequency already has a component. If the starting wave is the constant $t=0$ instead, it keeps modulus $1$ while $m(w)^n$ tends to zero for $0<w<1$. The bound concerns the smoothing sweeps alone; the convergence rate of a full multigrid cycle depends also on the coarse-grid correction and the transfers between grids.

```lean
/-- After `n` Jacobi sweeps a high-frequency plane wave of unit amplitude has modulus at
most the `n`-th power of the smoothing factor at every lattice site. -/
theorem norm_iterate_le (w : ℝ) {t : Fin d → ℝ} (ht : t ∈ highFrequencies d)
    (n : ℕ) (x : Fin d → ℤ) :
    ‖(jacobiSweep w)^[n] (planeWave t) x‖ ≤ smoothingFactor d w ^ n := by
  have hd : 1 ≤ d := by
    obtain ⟨_, i, _⟩ := ht
    exact Fin.pos i
  have hit : (jacobiSweep w)^[n] (planeWave t) =
      fun x => (amplification w t : ℂ) ^ n * planeWave t x := by
    induction n with
    | zero => funext y; simp
    | succ n ih =>
      rw [Function.iterate_succ_apply', ih, jacobiSweep_planeWave]
      funext y
      ring
  have hone : ‖planeWave t x‖ = 1 := by
    have h := Complex.norm_exp_ofReal_mul_I (∑ j, t j * (x j : ℝ))
    push_cast at h
    exact h
  have hle : |amplification w t| ≤ smoothingFactor d w := by
    rw [smoothingFactor, (isGreatest_amplification hd w).csSup_eq]
    exact (isGreatest_amplification hd w).2 ⟨t, ht, rfl⟩
  rw [hit]
  dsimp only
  rw [norm_mul, hone, mul_one, norm_pow, Complex.norm_real, Real.norm_eq_abs]
  exact pow_le_pow_left₀ (abs_nonneg _) hle n

end

end JacobiSmoothing
```

```lean
#print axioms JacobiSmoothing.optimal_smoothing
#print axioms JacobiSmoothing.smoothingFactor_lt_one_iff
#print axioms JacobiSmoothing.norm_iterate_le
```

```
'JacobiSmoothing.optimal_smoothing' depends on axioms: [propext, Classical.choice, Quot.sound]
'JacobiSmoothing.smoothingFactor_lt_one_iff' depends on axioms: [propext, Classical.choice, Quot.sound]
'JacobiSmoothing.norm_iterate_le' depends on axioms: [propext, Classical.choice, Quot.sound]
```
